# Fractional charge transfer near the crossing from a quadratic convex error in a donor–acceptor model

When a charge \(q\in[0,1]\), counted in electrons, moves from a donor to an acceptor too far away for tunnelling, with gap \(g\) and field bias \(f\), the exact energy \((g-f)q\) is minimized only at \(q=0\) or \(q=1\) if \(f\neq g\). For \(u>0\), the approximate energy \((g-f)q-uq(1-q)\) has a single minimizer, which is fractional exactly when \(|f-g|<u\) and then equals \((f-g+u)/(2u)\).

In Lean 4 with Mathlib:

```lean
import Mathlib

open Set Topology

namespace FieldInducedChargeTransfer

noncomputable section

/-- Exact energy of transferring the charge `q` from donor to acceptor, with gap `g` and
field bias `f`: a straight line between the integer charges 0 and 1. -/
def exactEnergy (g f q : ℝ) : ℝ := (g - f) * q

/-- Approximate energy: the exact line lowered at fractional charge by `u q (1 - q)`. -/
def approxEnergy (g u f q : ℝ) : ℝ := (g - f) * q - u * q * (1 - q)

/-- The charge `q` minimizes the energy `E` among all transferred charges from 0 to 1. -/
def IsGroundCharge (E : ℝ → ℝ) (q : ℝ) : Prop :=
  q ∈ Icc (0 : ℝ) 1 ∧ ∀ p ∈ Icc (0 : ℝ) 1, E q ≤ E p

/-- The stationary point of the approximate energy, for `u ≠ 0`. -/
def stationaryCharge (g u f : ℝ) : ℝ := (f - g + u) / (2 * u)

/-- The stationary charge cut off to the interval from 0 to 1, for `u ≠ 0`. -/
def approxCharge (g u f : ℝ) : ℝ := max 0 (min 1 (stationaryCharge g u f))

/-- When the bias is below the gap, the exact energy is minimized at `q = 0` and
nowhere else. -/
theorem exact_ground_below {g f : ℝ} (h : f < g) (q : ℝ) :
    IsGroundCharge (exactEnergy g f) q ↔ q = 0 := by
  constructor
  · rintro ⟨hq, hmin⟩
    have h0 := hmin 0 ⟨le_rfl, zero_le_one⟩
    simp only [exactEnergy, mul_zero] at h0
    by_contra hne
    have hpos : 0 < q := lt_of_le_of_ne hq.1 (Ne.symm hne)
    have := mul_pos (sub_pos.2 h) hpos
    linarith
  · rintro rfl
    refine ⟨⟨le_rfl, zero_le_one⟩, fun p hp => ?_⟩
    have := mul_nonneg (sub_pos.2 h).le hp.1
    simpa only [exactEnergy, mul_zero] using this

/-- When the bias exceeds the gap, the exact energy is minimized at `q = 1` and
nowhere else. -/
theorem exact_ground_above {g f : ℝ} (h : g < f) (q : ℝ) :
    IsGroundCharge (exactEnergy g f) q ↔ q = 1 := by
  constructor
  · rintro ⟨hq, hmin⟩
    have h1 := hmin 1 ⟨zero_le_one, le_rfl⟩
    simp only [exactEnergy] at h1
    by_contra hne
    have hlt : q < 1 := lt_of_le_of_ne hq.2 hne
    have := mul_pos (sub_pos.2 h) (sub_pos.2 hlt)
    nlinarith
  · rintro rfl
    refine ⟨⟨zero_le_one, le_rfl⟩, fun p hp => ?_⟩
    have := mul_nonneg (sub_pos.2 h).le (sub_nonneg.2 hp.2)
    simp only [exactEnergy]
    nlinarith

/-- For `u > 0`, moving from the cut-off stationary charge to any other charge `p` between
0 and 1 raises the approximate energy by at least `u` times the squared displacement. -/
theorem approx_energy_growth {g u f p : ℝ} (hu : 0 < u) (hp : p ∈ Icc (0 : ℝ) 1) :
    u * (p - approxCharge g u f) ^ 2 ≤
      approxEnergy g u f p - approxEnergy g u f (approxCharge g u f) := by
  have hc : f - g + u = 2 * u * stationaryCharge g u f := by
    unfold stationaryCharge
    field_simp
  -- variational inequality for the projection onto the interval
  have hproj : 0 ≤ (p - approxCharge g u f) *
      (approxCharge g u f - stationaryCharge g u f) := by
    unfold approxCharge
    generalize stationaryCharge g u f = c
    rcases le_total c 0 with h | h
    · rw [min_eq_right (h.trans zero_le_one), max_eq_left h]
      exact mul_nonneg (by linarith [hp.1]) (by linarith)
    · rcases le_total c 1 with h' | h'
      · rw [min_eq_right h', max_eq_right h, sub_self, mul_zero]
      · rw [min_eq_left h', max_eq_right zero_le_one]
        nlinarith [mul_nonneg (sub_nonneg.2 hp.2) (sub_nonneg.2 h')]
  -- exact expansion of the parabola about any charge
  have key : ∀ q : ℝ, approxEnergy g u f p - approxEnergy g u f q - u * (p - q) ^ 2 =
      2 * u * ((p - q) * (q - stationaryCharge g u f)) := by
    intro q
    unfold approxEnergy
    linear_combination (-(p - q)) * hc
  have := mul_nonneg (by linarith : (0 : ℝ) ≤ 2 * u) hproj
  linarith [key (approxCharge g u f)]

/-- For `u > 0`, the cut-off stationary charge is the one and only minimizer of the
approximate energy. -/
theorem approx_ground_iff {g u f : ℝ} (hu : 0 < u) (q : ℝ) :
    IsGroundCharge (approxEnergy g u f) q ↔ q = approxCharge g u f := by
  have hmem : approxCharge g u f ∈ Icc (0 : ℝ) 1 :=
    ⟨le_max_left _ _, max_le zero_le_one (min_le_left _ _)⟩
  constructor
  · rintro ⟨hq, hmin⟩
    have h1 := hmin _ hmem
    have h2 := approx_energy_growth (g := g) (f := f) hu hq
    by_contra hne
    have := mul_pos hu (pow_pos (abs_pos.2 (sub_ne_zero.2 hne)) 2)
    rw [sq_abs] at this
    linarith
  · rintro rfl
    refine ⟨hmem, fun p hp => ?_⟩
    have h1 := approx_energy_growth (g := g) (f := f) hu hp
    have h2 := mul_nonneg hu.le (sq_nonneg (p - approxCharge g u f))
    linarith

/-- For `u > 0`, the cut-off stationary charge is fractional exactly when bias and gap
differ by less than `u`. -/
theorem approx_fractional_iff {g u f : ℝ} (hu : 0 < u) :
    (0 < approxCharge g u f ∧ approxCharge g u f < 1) ↔ |f - g| < u := by
  have h2 : 0 < 2 * u := by linarith
  have hcut : (0 < approxCharge g u f ∧ approxCharge g u f < 1) ↔
      (0 < stationaryCharge g u f ∧ stationaryCharge g u f < 1) := by
    simp [approxCharge]
  rw [hcut, stationaryCharge, lt_div_iff₀ h2, div_lt_iff₀ h2, abs_lt]
  constructor <;> rintro ⟨a, b⟩ <;> constructor <;> linarith

/-- When bias and gap differ by less than `u`, the cut-off has no effect. -/
theorem approxCharge_eq {g u f : ℝ} (h : |f - g| < u) :
    approxCharge g u f = (f - g + u) / (2 * u) := by
  have hu : 0 < u := (abs_nonneg _).trans_lt h
  have h2 : 0 < 2 * u := by linarith
  obtain ⟨a, b⟩ := abs_lt.1 h
  have h0 : 0 ≤ (f - g + u) / (2 * u) := div_nonneg (by linarith) h2.le
  have h1 : (f - g + u) / (2 * u) ≤ 1 := by
    rw [div_le_iff₀ h2]
    linarith
  rw [approxCharge, stationaryCharge, min_eq_right h1, max_eq_right h0]

/-- Delocalization error in a field, for `u > 0`. Off the crossing `f = g` the exact energy is
minimized only at integer charge; the approximate energy has a unique minimizer, fractional
exactly when `|f - g| < u` and then equal to `(f - g + u) / (2 u)`. -/
theorem delocalization_error {g u f : ℝ} (hu : 0 < u) :
    (f ≠ g → ∀ q, IsGroundCharge (exactEnergy g f) q → q = 0 ∨ q = 1) ∧
    ∃ q, (∀ p, IsGroundCharge (approxEnergy g u f) p ↔ p = q) ∧
      ((0 < q ∧ q < 1) ↔ |f - g| < u) ∧
      (|f - g| < u → q = (f - g + u) / (2 * u)) := by
  refine ⟨fun hne q hq => ?_, approxCharge g u f, approx_ground_iff hu,
    approx_fractional_iff hu, approxCharge_eq⟩
  rcases lt_or_gt_of_ne hne with h | h
  · exact Or.inl ((exact_ground_below h q).1 hq)
  · exact Or.inr ((exact_ground_above h q).1 hq)

/-- Without a field and for `g, u > 0`, the approximate energy is minimized at a fractional
charge exactly when the gap is smaller than `u`. -/
theorem zero_field_transfer {g u : ℝ} (hg : 0 < g) (hu : 0 < u) :
    (∃ q, IsGroundCharge (approxEnergy g u 0) q ∧ 0 < q ∧ q < 1) ↔ g < u := by
  have h := approx_fractional_iff (g := g) (f := 0) hu
  rw [zero_sub, abs_neg, abs_of_pos hg] at h
  rw [← h]
  constructor
  · rintro ⟨q, hq, hfrac⟩
    rwa [(approx_ground_iff hu q).1 hq] at hfrac
  · exact fun hfrac => ⟨_, (approx_ground_iff hu _).2 rfl, hfrac⟩

/-- When `|f - g| < u`, the approximate energy at its cut-off stationary charge lies below the
lower of the two integer-charge energies `0` and `g - f` by `(u - |f - g|)² / (4 u)`. -/
theorem energy_lowering {g u f : ℝ} (h : |f - g| < u) :
    approxEnergy g u f (approxCharge g u f) =
      min 0 (g - f) - (u - |f - g|) ^ 2 / (4 * u) := by
  have hu : u ≠ 0 := ((abs_nonneg _).trans_lt h).ne'
  rw [approxCharge_eq h, approxEnergy]
  rcases le_total f g with hfg | hfg
  · rw [abs_of_nonpos (sub_nonpos.2 hfg), min_eq_left (sub_nonneg.2 hfg)]
    field_simp
    ring
  · rw [abs_of_nonneg (sub_nonneg.2 hfg), min_eq_right (sub_nonpos.2 hfg)]
    field_simp
    ring

/-- When `|f - g| < u`, the cut-off stationary charge responds to the bias with
slope `1 / (2 u)`. -/
theorem charge_response {g u f : ℝ} (h : |f - g| < u) :
    HasDerivAt (fun x => approxCharge g u x) (1 / (2 * u)) f := by
  have hd : HasDerivAt (fun x : ℝ => (x - g + u) / (2 * u)) (1 / (2 * u)) f :=
    (((hasDerivAt_id f).sub_const g).add_const u).div_const (2 * u)
  -- the condition on the bias persists in a neighbourhood
  have hnear : ∀ᶠ x in 𝓝 f, |x - g| < u :=
    (isOpen_lt (continuous_id.sub continuous_const).abs continuous_const).mem_nhds h
  exact hd.congr_of_eventuallyEq (hnear.mono fun x hx => approxCharge_eq hx)

end

end FieldInducedChargeTransfer
```

```lean
#print axioms FieldInducedChargeTransfer.delocalization_error
#print axioms FieldInducedChargeTransfer.zero_field_transfer
#print axioms FieldInducedChargeTransfer.energy_lowering
#print axioms FieldInducedChargeTransfer.charge_response
```

```
'FieldInducedChargeTransfer.delocalization_error' depends on axioms: [propext, Classical.choice, Quot.sound]
'FieldInducedChargeTransfer.zero_field_transfer' depends on axioms: [propext, Classical.choice, Quot.sound]
'FieldInducedChargeTransfer.energy_lowering' depends on axioms: [propext, Classical.choice, Quot.sound]
'FieldInducedChargeTransfer.charge_response' depends on axioms: [propext, Classical.choice, Quot.sound]
```

## Two energies for one transferred electron

The variable \(q\) counts the electrons that have left the donor and arrived on the acceptor. The zero of energy is the state before transfer. Moving one whole electron without a field costs \(g\), and the field lowers this cost by \(f\). The bias \(f\) is therefore already an energy: for a uniform field it is the field strength times the electron's charge and the distance travelled along the field, with the sign chosen so that positive \(f\) favours transfer.

`exactEnergy g f q` is the straight line \((g-f)q\). It represents two fragments so far apart that no tunnelling couples them. A fractional \(q\) then describes a statistical mixture of the states with zero and one transferred electron, and the energy of the mixture is the weighted average of the two integer energies.

`approxEnergy g u f q` subtracts \(uq(1-q)\) from this line. The two energies agree at \(q=0\) and \(q=1\), and for \(u>0\) the approximate one is too low in between, by at most \(u/4\), at \(q=\tfrac12\). Its second derivative in \(q\) is \(2u\). The constant \(u\) is postulated. It stands for the combined spurious curvature of the donor and acceptor energies at fractional electron number, which semilocal density functionals typically show. The delocalization error of such functionals is a wider subject: here the curvature is put in as one quadratic term, and what is derived is its effect on the charge in a field.

`IsGroundCharge E q` says that \(q\) lies in the closed interval \([0,1]\) and that no charge in that interval has lower energy. The endpoints belong to the competition, so a minimum there need not be a stationary point.

The main theorem, `delocalization_error`, assumes only \(u>0\); \(g\) and \(f\) are arbitrary real numbers. Its first part says that for \(f\neq g\) every minimizer of the exact energy is 0 or 1. Its second part supplies a charge \(q\) such that any \(p\) is a minimizer of the approximate energy if and only if \(p=q\). This \(q\) satisfies \(0<q<1\) exactly when \(|f-g|<u\), and in that case it has the stated value.

Both restrictions matter at the crossing. At \(f=g\) the exact energy vanishes for every \(q\), so every charge is a minimizer. If \(u=0\) as well, the approximate energy has the same degeneracy, so \(u\ge 0\) would not be enough for uniqueness.

The model leaves out electronic coupling between the fragments, relaxation of the nuclei, any dependence of \(u\) on the field, and transfer of more than one electron. Within these limits of uncoupled fragments and a single curvature parameter, it shows how a calculation with a semilocal functional can report partial charge transfer in a field where the exact answer is a whole electron or none.

## The straight line selects an endpoint

Suppose \(f<g\). Then \((g-f)q>0\) for every \(q>0\), while the energy at \(q=0\) is zero, so \(q=0\) is the only minimizer. Suppose instead \(f>g\). The energy at \(q\) exceeds that at 1 by

\[
(g-f)q-(g-f)=(f-g)(1-q),
\]

which is positive for \(q<1\), so \(q=1\) is the only minimizer.

These are `exact_ground_below` and `exact_ground_above`. In each, the forward direction compares the supposed minimizer with the correct endpoint; if the two differ, `mul_pos` makes the product above strictly positive, a contradiction. The reverse direction uses `mul_nonneg` for the same product. The main theorem splits \(f\neq g\) into the two cases.

## The parabola selects a projected stationary point

Write \(E(q)\) for the approximate energy. Setting its derivative to zero gives

\[
g-f-u+2uq=0,\qquad q=c:=\frac{f-g+u}{2u}.
\]

This \(c\) is `stationaryCharge`. It may lie outside \([0,1]\), so `approxCharge` cuts it off:

\[
q_*=\max(0,\min(1,c)).
\]

To see that \(q_*\) is the minimizer, compare the energies at two charges \(p\) and \(q\):

\[
E(p)-E(q)=(p-q)\bigl[g-f-u+u(p+q)\bigr].
\]

Subtract \(u(p-q)^2\) and insert \(f-g+u=2uc\):

\[
E(p)-E(q)-u(p-q)^2=(p-q)\bigl[g-f-u+2uq\bigr]=2u(p-q)(q-c).
\]

Now take \(q=q_*\) and \(p\in[0,1]\). The right-hand side is never negative, as three cases show:

- If \(c\le 0\), then \(q_*=0\) and \((p-q_*)(q_*-c)=p(-c)\ge 0\).
- If \(0\le c\le 1\), then \(q_*=c\) and the product is zero.
- If \(c\ge 1\), then \(q_*=1\) and the product is \((1-p)(c-1)\ge 0\).

Hence

\[
E(p)-E(q_*)\ge u(p-q_*)^2 .
\]

This is `approx_energy_growth`. The three cases are the two `rcases` splits under `hproj`, and the expansion about an arbitrary \(q\) is `key`. The inequality settles existence and uniqueness together in `approx_ground_iff`: its right-hand side is nonnegative, so \(q_*\) is a minimizer, and it is positive for \(p\neq q_*\), so no other charge is.

## How `linear_combination` keeps the division out of the way

The expansion contains \(c\), which is defined by a quotient. The proof first records the relation without division, as `hc`: \(f-g+u=2uc\). This is where \(u\neq 0\) enters. The identity `key` is then closed by

`linear_combination (-(p - q)) * hc`

The tactic moves both sides of the goal to one side, subtracts \(-(p-q)\) times the difference of the two sides of `hc`, and asks `ring` to confirm that the remainder is identically zero. The coefficient can be read off from the derivation: before `hc` is used, the two sides of the goal differ by

\[
-(p-q)\bigl[(f-g+u)-2uc\bigr].
\]

Since `stationaryCharge g u f` is not unfolded at this point, `ring` treats it as a single symbol and has only a polynomial identity to check.

## The window of fractional charge

The cut-off value \(q_*\) lies strictly between 0 and 1 exactly when \(c\) does. Multiplying \(0<c<1\) by \(2u>0\) gives

\[
0<f-g+u<2u\quad\Longleftrightarrow\quad -u<f-g<u ,
\]

which is \(|f-g|<u\). In `approx_fractional_iff`, `hcut` removes the cut-off, the two division lemmas clear the denominator, and `abs_lt` unpacks the absolute value. `approxCharge_eq` adds that \(q_*=c\) inside the window.

Without a field, and with \(g>0\), the condition becomes \(g<u\). This is `zero_field_transfer`, the only theorem that assumes a positive gap: the approximate energy then transfers a fraction of an electron although the exact one transfers nothing. For illustration, \(g=2\) and \(u=3\) in any energy unit give \(q_*=1/6\) and an energy of \(-1/12\), where the exact minimum is 0.

The general energy follows from \(E(q)=u(q-c)^2-uc^2\). Inside the window,

\[
E(q_*)=-\frac{(f-g+u)^2}{4u}.
\]

For \(f\le g\) the lower integer energy is 0 and \(f-g+u=u-|f-g|\). For \(f\ge g\), put \(d=f-g\); then \((u+d)^2=(u-d)^2+4ud\) gives \(E(q_*)=-d-(u-d)^2/(4u)\), and \(-d=g-f\) is the lower integer energy. Both cases read

\[
E(q_*)=\min(0,g-f)-\frac{(u-|f-g|)^2}{4u},
\]

as stated in `energy_lowering`, whose proof makes the same split. The lowering is largest at the crossing, where it is \(u/4\).

Inside the window \(q_*\) is linear in \(f\), with slope \(1/(2u)\). The exact charge jumps from 0 to 1 at \(f=g\), while the approximate charge climbs steadily over a bias range of width \(2u\). For the derivative in `charge_response`, the formula must hold at nearby biases as well as at \(f\) itself. The step `hnear` supplies this, because a strict inequality between continuous functions persists in a neighbourhood, and `congr_of_eventuallyEq` then carries the derivative of the linear formula over to the cut-off charge.

## Charges from an incompletely converged minimization

The growth inequality also bounds the error of a charge that only nearly minimizes the approximate energy. If \(p\in[0,1]\) satisfies \(E(p)\le E(q_*)+\varepsilon\) with \(\varepsilon\ge 0\), then \(u(p-q_*)^2\le\varepsilon\), and so

\[
|p-q_*|\le\sqrt{\varepsilon/u}.
\]

This corollary is not stated in the file, but it follows at once from `approx_energy_growth`. It holds inside and outside the window, and it weakens as \(u\) becomes small: a nearly straight energy constrains the charge poorly close to the crossing.
